# An attained upper bound on the $C_6$ lost by omitting finitely many continuum transitions

A sum-over-states value of the dispersion coefficient $C_6$, defined by the long-range interaction $-C_6/R^6$ at separation $R$, that keeps only bound excitations, with exact frequencies and oscillator strengths, is for ground-state species never too large, and it is too small whenever some oscillator strength lies in the continuum. Convergence along the bound series does not show by how much, because the missing oscillator strength lies above the ionisation threshold. When finitely many bound transitions are kept and the continuum is represented by finitely many pseudo-transitions, all with non-negative strengths, the deficit relative to the sum over both sets has a bound that uses only two total strengths and two frequency thresholds per species.

## The coefficient and the shift

In atomic units the isotropic dipole polarisability at imaginary frequency $iu$ is $\alpha(iu)=\sum_i f_i/(\omega_i^2+u^2)$, with strengths $f_i$ and frequencies $\omega_i$. Let a second set have strengths $g_j$, frequencies $\eta_j$ and polarisability $\alpha'$. The Casimir–Polder integral $C_6=\frac{3}{\pi}\int_0^\infty\alpha(iu)\alpha'(iu)\,du$, with $\int_0^\infty \frac{du}{(a^2+u^2)(b^2+u^2)}=\frac{\pi}{2ab(a+b)}$ for $a,b>0$, gives

$$C_6[f,\omega;g,\eta]=\frac32\sum_{i,j}\frac{f_i g_j}{\omega_i\eta_j(\omega_i+\eta_j)}.$$

This sum is the definition `c6`; the integral only motivates it and is not among the checked statements. In `c6` and the single-block lemmas the types `ι`, `κ` label the two sides of the double sum; in `continuumShift`, `c6_split` and the theorems after it they label the bound and continuum transitions of one species, and `ι'`, `κ'` those of another. All four are finite and may be empty.

In Lean 4 with Mathlib:

```lean
import Mathlib

open Finset

namespace ContinuumC6

noncomputable section

variable {ι κ ι' κ' : Type*} [Fintype ι] [Fintype κ] [Fintype ι'] [Fintype κ']

/-- Sum-over-states dispersion coefficient between transitions with strengths `f` at
frequencies `ω` and transitions with strengths `g` at frequencies `η`. -/
def c6 (f ω : ι → ℝ) (g η : κ → ℝ) : ℝ :=
  3 / 2 * ∑ i, ∑ j, f i * g j / (ω i * η j * (ω i + η j))
```

The shift $\Delta$ is the like-pair $C_6$ of bound transitions $(f,\omega)$ and continuum transitions $(g,\eta)$ together, minus that of the bound ones alone.

```lean
/-- Like-pair `C6` from bound `(f, ω)` and continuum `(g, η)` transitions together, minus
the like-pair `C6` from the bound transitions alone. -/
def continuumShift (f ω : ι → ℝ) (g η : κ → ℝ) : ℝ :=
  c6 (Sum.elim f g) (Sum.elim ω η) (Sum.elim f g) (Sum.elim ω η) - c6 f ω f ω
```

## One block of the double sum

For $0<a\le x$ and $0<b\le y$, each factor of $xy(x+y)$ is at least the corresponding factor of $ab(a+b)$. With strengths $p,q\ge0$,

$$\frac{pq}{xy(x+y)}\le\frac{pq}{ab(a+b)}.$$

The `refine` line reduces the claim to the denominators, and `gcongr` compares them factor by factor.

```lean
/-- For non-negative strengths, the contribution of one pair of transitions does not increase when
the two positive frequencies are raised from `a, b` to `x, y`. -/
theorem pair_term_le {p q a b x y : ℝ} (hp : 0 ≤ p) (hq : 0 ≤ q) (ha : 0 < a) (hb : 0 < b)
    (hx : a ≤ x) (hy : b ≤ y) :
    p * q / (x * y * (x + y)) ≤ p * q / (a * b * (a + b)) := by
  have hx0 : 0 < x := lt_of_lt_of_le ha hx
  have hy0 : 0 < y := lt_of_lt_of_le hb hy
  refine div_le_div_of_nonneg_left (mul_nonneg hp hq) (by positivity) ?_
  gcongr
```

If all $\omega_i=a$ and all $\eta_j=b$, the denominator is common and $\sum_{ij}f_ig_j$ factorises, so $C_6=\frac32\,\frac{(\sum_i f_i)(\sum_j g_j)}{ab(a+b)}$, the single-pole value.

```lean
/-- With one common frequency on each side, `C6` is the single-pole expression in the total
strengths. -/
theorem c6_const (f : ι → ℝ) (g : κ → ℝ) (a b : ℝ) :
    c6 f (fun _ => a) g (fun _ => b)
      = 3 / 2 * ((∑ i, f i) * (∑ j, g j) / (a * b * (a + b))) := by
  simp only [c6, Finset.sum_mul_sum, Finset.sum_div]
```

Non-negative strengths, as for absorption from a ground state, and positive frequencies make every term non-negative.

```lean
/-- Non-negative strengths at positive frequencies give a non-negative `C6`. -/
theorem c6_nonneg {f ω : ι → ℝ} {g η : κ → ℝ} (hf : ∀ i, 0 ≤ f i) (hg : ∀ j, 0 ≤ g j)
    (hω : ∀ i, 0 < ω i) (hη : ∀ j, 0 < η j) : 0 ≤ c6 f ω g η := by
  refine mul_nonneg (by norm_num) (sum_nonneg fun i _ => sum_nonneg fun j _ => ?_)
  exact div_nonneg (mul_nonneg (hf i) (hg j))
    (mul_pos (mul_pos (hω i) (hη j)) (add_pos (hω i) (hη j))).le
```

With $\omega_i\ge a>0$ and $\eta_j\ge b>0$, the pair inequality applied term by term bounds $C_6$ by the single-pole value. The proof rewrites that value back into a double sum with `rw [← c6_const f g a b]` and compares the sums.

```lean
/-- For non-negative strengths and frequencies at least the positive thresholds `a` and `b`, `C6` is
at most the single-pole value with all strength at the thresholds. -/
theorem c6_le {f ω : ι → ℝ} {g η : κ → ℝ} {a b : ℝ} (hf : ∀ i, 0 ≤ f i) (hg : ∀ j, 0 ≤ g j)
    (ha : 0 < a) (hb : 0 < b) (hω : ∀ i, a ≤ ω i) (hη : ∀ j, b ≤ η j) :
    c6 f ω g η ≤ 3 / 2 * ((∑ i, f i) * (∑ j, g j) / (a * b * (a + b))) := by
  rw [← c6_const f g a b]
  simp only [c6]
  refine mul_le_mul_of_nonneg_left ?_ (by norm_num)
  exact sum_le_sum fun i _ => sum_le_sum fun j _ =>
    pair_term_le (hf i) (hg j) ha hb (hω i) (hη j)
```

If some pair $(i_0,j_0)$ has $f_{i_0},g_{j_0}>0$ and $\eta_{j_0}>b$, then $ab(a+b)\le\omega_{i_0}b(\omega_{i_0}+\eta_{j_0})<\omega_{i_0}\eta_{j_0}(\omega_{i_0}+\eta_{j_0})$, which is `hden`. One strictly smaller term makes the inner sum and then the outer sum strict, through two uses of `sum_lt_sum`.

```lean
/-- Under the hypotheses of `c6_le`, the single-pole bound is strict if some pair of positive
strengths has its second frequency strictly above the threshold `b`. -/
theorem c6_lt {f ω : ι → ℝ} {g η : κ → ℝ} {a b : ℝ} (hf : ∀ i, 0 ≤ f i) (hg : ∀ j, 0 ≤ g j)
    (ha : 0 < a) (hb : 0 < b) (hω : ∀ i, a ≤ ω i) (hη : ∀ j, b ≤ η j)
    (i₀ : ι) (j₀ : κ) (hi : 0 < f i₀) (hj : 0 < g j₀) (hlt : b < η j₀) :
    c6 f ω g η < 3 / 2 * ((∑ i, f i) * (∑ j, g j) / (a * b * (a + b))) := by
  have hx : 0 < ω i₀ := lt_of_lt_of_le ha (hω i₀)
  have hy : 0 < η j₀ := lt_trans hb hlt
  have h1 := hω i₀
  have h2 := hη j₀
  -- the denominator of the pair (i₀, j₀) is strictly larger than at threshold
  have hden : a * b * (a + b) < ω i₀ * η j₀ * (ω i₀ + η j₀) :=
    calc a * b * (a + b) ≤ ω i₀ * b * (ω i₀ + η j₀) := by gcongr
      _ < ω i₀ * η j₀ * (ω i₀ + η j₀) :=
        mul_lt_mul_of_pos_right (mul_lt_mul_of_pos_left hlt hx) (add_pos hx hy)
  rw [← c6_const f g a b]
  simp only [c6]
  refine mul_lt_mul_of_pos_left ?_ (by norm_num)
  refine sum_lt_sum (fun i _ => sum_le_sum fun j _ =>
    pair_term_le (hf i) (hg j) ha hb (hω i) (hη j)) ⟨i₀, mem_univ _, ?_⟩
  refine sum_lt_sum (fun j _ =>
    pair_term_le (hf i₀) (hg j) ha hb (hω i₀) (hη j)) ⟨j₀, mem_univ _, ?_⟩
  exact div_lt_div_of_pos_left (mul_pos hi hj) (by positivity) hden
```

## The full spectrum as a disjoint union

Splitting both indices into bound (b) and continuum (c) parts gives $C_6=C_6^{bb}+C_6^{bc}+C_6^{cb}+C_6^{cc}$. This rests on the sum type `ι ⊕ κ`, whose elements are a tagged bound label or a tagged continuum label. `Sum.elim f g` is the function on it that equals `f` on the first kind and `g` on the second, as `Sum.elim_inl` and `Sum.elim_inr` state. `Fintype.sum_sum_type` writes a sum over the union as a sum over `ι` plus one over `κ`. Applied to both indices it yields four double sums. Transitions are told apart by tag and not by frequency, so coinciding or interleaved frequencies need no special treatment.

```lean
/-- `C6` between two full spectra is the sum of the bound-bound, bound-continuum,
continuum-bound and continuum-continuum blocks. -/
theorem c6_split (f ω : ι → ℝ) (g η : κ → ℝ) (f' ω' : ι' → ℝ) (g' η' : κ' → ℝ) :
    c6 (Sum.elim f g) (Sum.elim ω η) (Sum.elim f' g') (Sum.elim ω' η')
      = c6 f ω f' ω' + c6 f ω g' η' + c6 g η f' ω' + c6 g η g' η' := by
  simp only [c6, Fintype.sum_sum_type, Sum.elim_inl, Sum.elim_inr, Finset.sum_add_distrib]
  ring
```

## Unlike and like pairs

Let one species have totals $F=\sum_i f_i$, $G=\sum_k g_k$ and thresholds $\omega_i\ge w>0$, $\eta_k\ge W>0$, with primed quantities for the other. Physically $w$ is at most the lowest excitation frequency and $W$ at most the continuum onset. Subtracting $C_6^{bb}$ leaves three blocks, each between zero (`l1` to `l3`) and its single-pole value (`u1` to `u3`), and `linarith` adds them:

$$0\le C_6-C_6^{bb}\le\frac32\left[\frac{FG'}{wW'(w+W')}+\frac{GF'}{Ww'(W+w')}+\frac{GG'}{WW'(W+W')}\right].$$

Membership in `Set.Icc` is this double inequality.

```lean
/-- Two species with non-negative strengths and frequencies at least positive thresholds: omitting
both continua lowers `C6` by a non-negative amount that is at most the sum of three single-pole
terms in the total strengths and thresholds. -/
theorem unlike_pair_bound {f ω : ι → ℝ} {g η : κ → ℝ} {f' ω' : ι' → ℝ} {g' η' : κ' → ℝ}
    {F G F' G' w W w' W' : ℝ}
    (hf : ∀ i, 0 ≤ f i) (hg : ∀ k, 0 ≤ g k) (hf' : ∀ i, 0 ≤ f' i) (hg' : ∀ k, 0 ≤ g' k)
    (hF : ∑ i, f i = F) (hG : ∑ k, g k = G) (hF' : ∑ i, f' i = F') (hG' : ∑ k, g' k = G')
    (hw : 0 < w) (hW : 0 < W) (hw' : 0 < w') (hW' : 0 < W')
    (hω : ∀ i, w ≤ ω i) (hη : ∀ k, W ≤ η k) (hω' : ∀ i, w' ≤ ω' i) (hη' : ∀ k, W' ≤ η' k) :
    c6 (Sum.elim f g) (Sum.elim ω η) (Sum.elim f' g') (Sum.elim ω' η') - c6 f ω f' ω'
      ∈ Set.Icc 0 (3 / 2 * (F * G' / (w * W' * (w + W')) + G * F' / (W * w' * (W + w'))
        + G * G' / (W * W' * (W + W')))) := by
  -- each of the three blocks involving a continuum is bounded from both sides
  have l1 := c6_nonneg hf hg' (fun i => hw.trans_le (hω i)) (fun k => hW'.trans_le (hη' k))
  have l2 := c6_nonneg hg hf' (fun k => hW.trans_le (hη k)) (fun i => hw'.trans_le (hω' i))
  have l3 := c6_nonneg hg hg' (fun k => hW.trans_le (hη k)) (fun k => hW'.trans_le (hη' k))
  have u1 := c6_le hf hg' hw hW' hω hη'
  have u2 := c6_le hg hf' hW hw' hη hω'
  have u3 := c6_le hg hg' hW hW' hη hη'
  rw [hF, hG'] at u1
  rw [hG, hF'] at u2
  rw [hG, hG'] at u3
  rw [c6_split]
  constructor <;> linarith
```

For identical species the first two terms are equal and add to $3FG/(wW(w+W))$, and the third is $\frac32\,G^2/(2W^3)$. Hence

$$0\le\Delta\le B,\qquad B=\frac{3FG}{wW(w+W)}+\frac{3G^2}{4W^3}.$$

In `continuumShift_bound`, `hf` and `hg` are the signs of the strengths, `hF` and `hG` their totals, `hω` and `hη` the thresholds. The physical ordering $W\ge w$ is not assumed; `hw` and `hW` ask only for positivity. The totals and thresholds are inputs, not derived from a Hamiltonian, and a continuous strength density integrated over frequency is not covered. For a pseudo-state expansion with finitely many terms, $B$ is an error bar on a bound-state-only $C_6$ relative to that expansion.

```lean
/-- Like pair: with non-negative strengths, bound total `F` at frequencies at least `w > 0` and
continuum total `G` at frequencies at least `W > 0`, omitting the continuum lowers `C6` by between
`0` and `3FG/(wW(w+W)) + 3G²/(4W³)`. -/
theorem continuumShift_bound {f ω : ι → ℝ} {g η : κ → ℝ} {F G w W : ℝ}
    (hf : ∀ i, 0 ≤ f i) (hg : ∀ k, 0 ≤ g k) (hF : ∑ i, f i = F) (hG : ∑ k, g k = G)
    (hw : 0 < w) (hW : 0 < W) (hω : ∀ i, w ≤ ω i) (hη : ∀ k, W ≤ η k) :
    0 ≤ continuumShift f ω g η ∧
      continuumShift f ω g η ≤ 3 * F * G / (w * W * (w + W)) + 3 * G ^ 2 / (4 * W ^ 3) := by
  have h := unlike_pair_bound hf hg hf hg hF hG hF hG hw hW hw hW hω hη hω hη
  exact ⟨h.1, h.2.trans (le_of_eq (by ring))⟩
```

## Attainment and strictness

For fixed strengths, `IsGreatest` says that $B$ belongs to the set of shifts reachable with admissible frequencies and bounds that set from above. Membership follows from $\omega_i=w$, $\eta_k=W$, where each block equals its single-pole value; the upper bound is the previous theorem. Attainment is a property of the model, in which frequencies may be chosen freely subject to the thresholds; it shows that no smaller bound follows from these hypotheses, not that the spectrum of an atom comes close to $B$.

```lean
/-- For fixed non-negative strengths and positive thresholds the bound is the largest value of the
shift over all bound frequencies at least `w` and continuum frequencies at least `W`. -/
theorem continuumShift_isGreatest {f : ι → ℝ} {g : κ → ℝ} {F G w W : ℝ}
    (hf : ∀ i, 0 ≤ f i) (hg : ∀ k, 0 ≤ g k) (hF : ∑ i, f i = F) (hG : ∑ k, g k = G)
    (hw : 0 < w) (hW : 0 < W) :
    IsGreatest {d | ∃ (ω : ι → ℝ) (η : κ → ℝ), (∀ i, w ≤ ω i) ∧ (∀ k, W ≤ η k) ∧
        d = continuumShift f ω g η}
      (3 * F * G / (w * W * (w + W)) + 3 * G ^ 2 / (4 * W ^ 3)) := by
  constructor
  · -- all frequencies placed at the thresholds
    refine ⟨fun _ => w, fun _ => W, fun _ => le_rfl, fun _ => le_rfl, ?_⟩
    unfold continuumShift
    rw [c6_split, c6_const f g, c6_const g f, c6_const g g, hF, hG]
    ring
  · rintro d ⟨ω, η, hω, hη, rfl⟩
    exact (continuumShift_bound hf hg hF hG hw hW hω hη).2
```

If some $g_{k_0}>0$ has $\eta_{k_0}>W$, then $\Delta<B$. The strict lemma is applied to the diagonal pair $(k_0,k_0)$ of the continuum–continuum block, so the conclusion holds for $F=0$ as well.

```lean
/-- Under the hypotheses of `continuumShift_bound`, the bound is strict as soon as one continuum
transition of positive strength lies strictly above `W`. -/
theorem continuumShift_lt {f ω : ι → ℝ} {g η : κ → ℝ} {F G w W : ℝ}
    (hf : ∀ i, 0 ≤ f i) (hg : ∀ k, 0 ≤ g k) (hF : ∑ i, f i = F) (hG : ∑ k, g k = G)
    (hw : 0 < w) (hW : 0 < W) (hω : ∀ i, w ≤ ω i) (hη : ∀ k, W ≤ η k)
    (k₀ : κ) (hk : 0 < g k₀) (hlt : W < η k₀) :
    continuumShift f ω g η < 3 * F * G / (w * W * (w + W)) + 3 * G ^ 2 / (4 * W ^ 3) := by
  have u1 := c6_le hf hg hw hW hω hη
  have u2 := c6_le hg hf hW hw hη hω
  -- the continuum-continuum block carries the strict inequality
  have u3 := c6_lt hg hg hW hW hη hη k₀ k₀ hk hk hlt
  rw [hF, hG] at u1
  rw [hF, hG] at u2
  rw [hG] at u3
  have e : 3 * F * G / (w * W * (w + W)) + 3 * G ^ 2 / (4 * W ^ 3)
      = 3 / 2 * (F * G / (w * W * (w + W))) + 3 / 2 * (G * F / (W * w * (W + w)))
        + 3 / 2 * (G * G / (W * W * (W + W))) := by ring
  unfold continuumShift
  rw [c6_split, e]
  linarith

end

end ContinuumC6
```

```lean
#print axioms ContinuumC6.continuumShift_bound
#print axioms ContinuumC6.continuumShift_isGreatest
#print axioms ContinuumC6.continuumShift_lt
```

```
'ContinuumC6.continuumShift_bound' depends on axioms: [propext, Classical.choice, Quot.sound]
'ContinuumC6.continuumShift_isGreatest' depends on axioms: [propext, Classical.choice, Quot.sound]
'ContinuumC6.continuumShift_lt' depends on axioms: [propext, Classical.choice, Quot.sound]
```

## One bound and two continuum transitions

Take $f=1$ at $\omega=1$, and $g=\frac12,\frac12$ at $\eta=2,4$, so $F=G=1$, $w=1$, $W=2$. Then $C_6^{bb}=\frac32\cdot\frac12=0.75$ and $B=\frac36+\frac3{32}=\frac{19}{32}\approx0.594$. The two mixed blocks give $3\left(\frac1{12}+\frac1{40}\right)=\frac{13}{40}$, and the continuum block gives $\frac38\left(\frac1{16}+\frac2{48}+\frac1{128}\right)=\frac{43}{1024}$. Thus $\Delta\approx0.367$, strictly below $B$ because half the continuum strength sits at $\eta=4$. Moving it to $\eta=2$ gives $\frac12+\frac3{32}=B$.
